# The barycentric quotient of AAA tends to the data value at every node of nonzero weight, for distinct nodes

## What does interpolation mean where the formula reads ∞/∞?

Before anything can be proved about the barycentric formula, one must decide what its value at a node is supposed to mean. I have a Green's function sampled at distinct complex frequencies zⱼ, say Matsubara frequencies, with values fⱼ, and I continue it with the AAA approximant built from complex weights wⱼ:

    r(z) = [ Σⱼ wⱼ fⱼ / (z − zⱼ) ] / [ Σⱼ wⱼ / (z − zⱼ) ]

I am told that r passes through the data, r(zₖ) = fₖ, whatever the weights are, provided wₖ ≠ 0. At z = zₖ, however, the denominator diverges, and so does the numerator unless fₖ = 0. I can see roughly that the poles cancel, but I would like the statement made precise, with the role of wₖ ≠ 0 and of distinct nodes spelled out, and I would like it checked by a machine. I also want to know whether r is smooth at the node and what it does at large frequency.

## It means a limit through other points, and wₖ ≠ 0 makes that limit fₖ

The formula defines r(z) only away from the nodes, so the precise claim is that r(z) → fₖ as z → zₖ with z ≠ zₖ, from every direction in the complex plane. The value at zₖ itself is a separate assignment. Once fₖ is assigned there, the resulting function is complex differentiable at zₖ.

### Cancelling the pole at zₖ

Let j run over a finite index set, with zⱼ pairwise distinct. For any amplitudes aⱼ define the pole sum and the pole sum without the term k:

    P_a(z) = Σⱼ aⱼ / (z − zⱼ)
    R_a(z) = Σ_{j≠k} aⱼ / (z − zⱼ)

The numerator N of r is P_a with aⱼ = wⱼfⱼ, the denominator D is P_a with aⱼ = wⱼ, and r = N/D. Separating one term gives

    P_a(z) = aₖ / (z − zₖ) + R_a(z).

Every term of R_a has a denominator that tends to zₖ − zⱼ, which is nonzero because the nodes are distinct. So R_a is continuous at zₖ. For z ≠ zₖ,

    (z − zₖ) P_a(z) = aₖ + (z − zₖ) R_a(z) → aₖ + 0 · R_a(zₖ) = aₖ.

Applied to both sums, this gives (z − zₖ)N(z) → wₖfₖ and (z − zₖ)D(z) → wₖ. If wₖ ≠ 0, then (z − zₖ)D(z) is nonzero near zₖ, hence so is D(z), and

    r(z) = (z − zₖ) N(z) / [ (z − zₖ) D(z) ] → wₖ fₖ / wₖ = fₖ.

For the derivative put bⱼ = wⱼ(fⱼ − fₖ). Then N − fₖD = P_b, and since bₖ = 0 this equals R_b. Where D(z) ≠ 0 the difference quotient is

    [ r(z) − fₖ ] / (z − zₖ) = R_b(z) / [ (z − zₖ) D(z) ],

whose numerator tends to R_b(zₖ) and whose denominator tends to wₖ. The derivative at the node is therefore

    r′(zₖ) = (1/wₖ) Σ_{j≠k} wⱼ (fⱼ − fₖ) / (zₖ − zⱼ).

If wₖ = 0, the term k is absent from both sums, and r = R_{wf}/R_w, where R_{wf} has amplitudes wⱼfⱼ and R_w has amplitudes wⱼ. When R_w(zₖ) ≠ 0 the limit is R_{wf}(zₖ)/R_w(zₖ), in which fₖ does not occur. With nodes z₀ = 0, z₁ = 1, values f₀ = 0, f₁ = 1 and weights w₀ = 0, w₁ = 1, one has N = D = 1/(z − 1), so r → 1 at z₀, and the value f₀ = 0 is missed.

At large |z| the factor z plays the part of z − zₖ:

    z P_a(z) = Σⱼ aⱼ / (1 − zⱼ/z) → Σⱼ aⱼ.

If Σⱼ wⱼ ≠ 0, then D(z) ≠ 0 for large |z| and

    r(z) = z N(z) / [ z D(z) ] → (Σⱼ wⱼ fⱼ) / (Σⱼ wⱼ).

### The Lean file

```lean
import Mathlib

open Filter Topology Finset Bornology

namespace BarycentricContinuation

noncomputable section

variable {ι : Type*} [Fintype ι] [DecidableEq ι]

/-- The pole sum `∑ a_j / (z - z_j)` with poles at the nodes `z_j` and amplitudes `a_j`. -/
def poleSum (node a : ι → ℂ) (z : ℂ) : ℂ := ∑ j, a j / (z - node j)

/-- The pole sum with the term of index `k` left out. -/
def regularPart (node a : ι → ℂ) (k : ι) (z : ℂ) : ℂ :=
  ∑ j ∈ univ.erase k, a j / (z - node j)

/-- The barycentric quotient with arbitrary nodes `z_j`, values `f_j` and weights `w_j`: the
quotient of `∑ w_j f_j / (z - z_j)` by `∑ w_j / (z - z_j)`. -/
def bary (node f w : ι → ℂ) (z : ℂ) : ℂ :=
  poleSum node (fun j => w j * f j) z / poleSum node w z

/-- A pole sum is its `k`-th pole term plus the sum over the remaining poles. -/
theorem poleSum_split (node a : ι → ℂ) (k : ι) (z : ℂ) :
    poleSum node a z = a k / (z - node k) + regularPart node a k z :=
  (Finset.add_sum_erase univ (fun j => a j / (z - node j)) (mem_univ k)).symm

/-- For distinct nodes, the sum over the poles other than `z_k` is continuous at `z_k`. -/
theorem regularPart_continuousAt {node : ι → ℂ} (hz : Function.Injective node)
    (a : ι → ℂ) (k : ι) : ContinuousAt (regularPart node a k) (node k) := by
  show Tendsto (fun z => ∑ j ∈ univ.erase k, a j / (z - node j)) (𝓝 (node k))
    (𝓝 (∑ j ∈ univ.erase k, a j / (node k - node j)))
  refine tendsto_finsetSum _ fun j hj => ?_
  have hne : node k - node j ≠ 0 :=
    sub_ne_zero.mpr fun h => (Finset.ne_of_mem_erase hj) (hz h).symm
  exact tendsto_const_nhds.div (tendsto_id.sub_const (node j)) hne

/-- For distinct nodes, `(z - z_k)` times the pole sum tends to the amplitude `a_k`
as `z` tends to `z_k` through other points. -/
theorem poleSum_residue {node : ι → ℂ} (hz : Function.Injective node) (a : ι → ℂ) (k : ι) :
    Tendsto (fun z => (z - node k) * poleSum node a z) (𝓝[≠] (node k)) (𝓝 (a k)) := by
  have h1 : Tendsto (fun z => a k + (z - node k) * regularPart node a k z) (𝓝 (node k))
      (𝓝 (a k + (node k - node k) * regularPart node a k (node k))) :=
    tendsto_const_nhds.add
      ((tendsto_id.sub_const (node k)).mul (regularPart_continuousAt hz a k).tendsto)
  have e0 : a k + (node k - node k) * regularPart node a k (node k) = a k := by ring
  rw [e0] at h1
  refine (h1.mono_left nhdsWithin_le_nhds).congr' ?_
  filter_upwards [self_mem_nhdsWithin] with z hzk
  have hne : z - node k ≠ 0 := sub_ne_zero.mpr hzk
  -- the factor `z - z_k` cancels the `k`-th pole
  have e : (z - node k) * (a k / (z - node k)) = a k := by field_simp
  show a k + (z - node k) * regularPart node a k z = (z - node k) * poleSum node a z
  rw [poleSum_split node a k z, mul_add, e]

/-- Barycentric lemma: for distinct nodes and `w_k ≠ 0`, the denominator is nonzero at all
points other than `z_k` close enough to `z_k`, and the approximant tends to `f_k` as `z`
tends to `z_k` through other points. -/
theorem bary_interpolates {node : ι → ℂ} (hz : Function.Injective node) (f w : ι → ℂ)
    (k : ι) (hw : w k ≠ 0) :
    (∀ᶠ z in 𝓝[≠] (node k), poleSum node w z ≠ 0) ∧
      Tendsto (bary node f w) (𝓝[≠] (node k)) (𝓝 (f k)) := by
  have hD := poleSum_residue hz w k
  have hN := poleSum_residue hz (fun j => w j * f j) k
  refine ⟨(hD.eventually_ne hw).mono fun z h => right_ne_zero_of_mul h, ?_⟩
  -- multiply numerator and denominator by `z - z_k` and divide the residues
  have h : Tendsto (fun z => ((z - node k) * poleSum node (fun j => w j * f j) z) /
      ((z - node k) * poleSum node w z)) (𝓝[≠] (node k)) (𝓝 (w k * f k / w k)) :=
    hN.div hD hw
  have e : w k * f k / w k = f k := by field_simp
  rw [e] at h
  refine h.congr' ?_
  filter_upwards [self_mem_nhdsWithin] with z hzk
  exact mul_div_mul_left _ _ (sub_ne_zero.mpr hzk)

/-- For distinct nodes and `w_k ≠ 0`, the approximant with the value `f_k` assigned at `z_k`
is complex differentiable at `z_k`, with derivative
`(∑_{j ≠ k} w_j (f_j - f_k) / (z_k - z_j)) / w_k`. -/
theorem bary_hasDerivAt {node : ι → ℂ} (hz : Function.Injective node) (f w : ι → ℂ)
    (k : ι) (hw : w k ≠ 0) :
    HasDerivAt (Function.update (bary node f w) (node k) (f k))
      ((∑ j ∈ univ.erase k, w j * (f j - f k) / (node k - node j)) / w k) (node k) := by
  rw [hasDerivAt_iff_tendsto_slope]
  have hc := (regularPart_continuousAt hz (fun j => w j * (f j - f k)) k).tendsto
  have h : Tendsto (fun z => regularPart node (fun j => w j * (f j - f k)) k z /
      ((z - node k) * poleSum node w z)) (𝓝[≠] (node k))
      (𝓝 (regularPart node (fun j => w j * (f j - f k)) k (node k) / w k)) :=
    (hc.mono_left nhdsWithin_le_nhds).div (poleSum_residue hz w k) hw
  refine h.congr' ?_
  filter_upwards [self_mem_nhdsWithin, (bary_interpolates hz f w k hw).1] with z hzk hD
  have hne : z ≠ node k := hzk
  -- in `N - f_k D` the pole at `z_k` drops out
  have key : regularPart node (fun j => w j * (f j - f k)) k z =
      poleSum node (fun j => w j * f j) z - f k * poleSum node w z := by
    have h1 : poleSum node (fun j => w j * (f j - f k)) z =
        regularPart node (fun j => w j * (f j - f k)) k z := by
      rw [poleSum_split node _ k z]
      simp
    rw [← h1]
    unfold poleSum
    rw [Finset.mul_sum, ← Finset.sum_sub_distrib]
    exact Finset.sum_congr rfl fun j _ => by ring
  have alg : ∀ N D c u : ℂ, D ≠ 0 → (N - c * D) / (u * D) = (N / D - c) / u := by
    intro N D c u h0
    have e : N / D - c = (N - c * D) / D := by
      rw [sub_div, mul_div_assoc, div_self h0, mul_one]
    rw [e, div_div, mul_comm D u]
  rw [slope_def_field, Function.update_of_ne hne, Function.update_self]
  exact (congrArg (· / ((z - node k) * poleSum node w z)) key).trans (alg _ _ _ _ hD)

/-- For distinct nodes and `w_k = 0`, if the denominator summed over the other nodes is nonzero
at `z_k`, the approximant tends at `z_k` to the quotient of the sums over the other nodes. -/
theorem bary_zero_weight {node : ι → ℂ} (hz : Function.Injective node) (f w : ι → ℂ)
    (k : ι) (hw : w k = 0) (hD : regularPart node w k (node k) ≠ 0) :
    Tendsto (bary node f w) (𝓝[≠] (node k))
      (𝓝 (regularPart node (fun j => w j * f j) k (node k) / regularPart node w k (node k))) := by
  have e : bary node f w =
      fun z => regularPart node (fun j => w j * f j) k z / regularPart node w k z := by
    funext z
    rw [bary, poleSum_split node _ k z, poleSum_split node w k z]
    simp [hw]
  rw [e]
  exact ((regularPart_continuousAt hz _ k).tendsto.div
    (regularPart_continuousAt hz w k).tendsto hD).mono_left nhdsWithin_le_nhds

/-- With nodes `0, 1`, values `0, 1` and weights `0, 1`, the approximant tends to `1` at the
node `0` and does not tend to the value `0` given there. -/
theorem zero_weight_misses_value :
    Tendsto (bary (![0, 1] : Fin 2 → ℂ) ![0, 1] ![0, 1]) (𝓝[≠] 0) (𝓝 1) ∧
      ¬ Tendsto (bary (![0, 1] : Fin 2 → ℂ) ![0, 1] ![0, 1]) (𝓝[≠] 0) (𝓝 0) := by
  have h1 : Tendsto (bary (![0, 1] : Fin 2 → ℂ) ![0, 1] ![0, 1]) (𝓝[≠] 0) (𝓝 1) := by
    refine tendsto_const_nhds.congr' ?_
    have hev : ∀ᶠ z in 𝓝[≠] (0 : ℂ), z ≠ 1 :=
      (eventually_ne_nhds zero_ne_one).filter_mono nhdsWithin_le_nhds
    filter_upwards [hev] with z hz
    have hN : poleSum (![0, 1] : Fin 2 → ℂ)
        (fun j => (![0, 1] : Fin 2 → ℂ) j * (![0, 1] : Fin 2 → ℂ) j) z = 1 / (z - 1) := by
      simp [poleSum, Fin.sum_univ_two]
    have hD : poleSum (![0, 1] : Fin 2 → ℂ) ![0, 1] z = 1 / (z - 1) := by
      simp [poleSum, Fin.sum_univ_two]
    rw [bary, hN, hD]
    exact (div_self (one_div_ne_zero (sub_ne_zero.mpr hz))).symm
  exact ⟨h1, fun h0 => one_ne_zero (tendsto_nhds_unique h1 h0)⟩

omit [DecidableEq ι] in
/-- As `|z| → ∞`, `z` times the pole sum tends to the total amplitude `∑ a_j`. -/
theorem poleSum_tail (node a : ι → ℂ) :
    Tendsto (fun z => z * poleSum node a z) (cobounded ℂ) (𝓝 (∑ j, a j)) := by
  have h : Tendsto (fun z : ℂ => ∑ j, a j / (1 - node j * z⁻¹)) (cobounded ℂ)
      (𝓝 (∑ j, a j / (1 - node j * 0))) :=
    tendsto_finsetSum _ fun j _ => tendsto_const_nhds.div
      (tendsto_const_nhds.sub (tendsto_inv₀_cobounded.const_mul (node j))) (by simp)
  simp only [mul_zero, sub_zero, div_one] at h
  refine h.congr' ?_
  filter_upwards [eventually_ne_cobounded (0 : ℂ)] with z hz
  rw [poleSum, Finset.mul_sum]
  refine Finset.sum_congr rfl fun j _ => ?_
  have e : 1 - node j * z⁻¹ = (z - node j) / z := by field_simp
  rw [e, div_div_eq_mul_div]
  ring

omit [DecidableEq ι] in
/-- If `∑ w_j ≠ 0`, the denominator is nonzero for large `|z|` and the approximant tends to
`(∑ w_j f_j) / (∑ w_j)` as `|z| → ∞`. -/
theorem bary_at_infinity (node f w : ι → ℂ) (hw : ∑ j, w j ≠ 0) :
    (∀ᶠ z in cobounded ℂ, poleSum node w z ≠ 0) ∧
      Tendsto (bary node f w) (cobounded ℂ) (𝓝 ((∑ j, w j * f j) / ∑ j, w j)) := by
  have hD := poleSum_tail node w
  have hN := poleSum_tail node (fun j => w j * f j)
  refine ⟨(hD.eventually_ne hw).mono fun z h => right_ne_zero_of_mul h, ?_⟩
  refine (hN.div hD hw).congr' ?_
  filter_upwards [eventually_ne_cobounded (0 : ℂ)] with z hz
  exact mul_div_mul_left _ _ hz

end

end BarycentricContinuation
```
```lean
#print axioms BarycentricContinuation.bary_hasDerivAt
#print axioms BarycentricContinuation.bary_zero_weight
#print axioms BarycentricContinuation.zero_weight_misses_value
#print axioms BarycentricContinuation.bary_at_infinity
```

```
'BarycentricContinuation.bary_hasDerivAt' depends on axioms: [propext, Classical.choice, Quot.sound]
'BarycentricContinuation.bary_zero_weight' depends on axioms: [propext, Classical.choice, Quot.sound]
'BarycentricContinuation.zero_weight_misses_value' depends on axioms: [propext, Classical.choice, Quot.sound]
'BarycentricContinuation.bary_at_infinity' depends on axioms: [propext, Classical.choice, Quot.sound]
```

### How the Lean objects map to the Green's function problem

The index set is a finite type `ι`, and nodes, values and weights are functions `ι → ℂ` named `node`, `f` and `w`. The definitions `poleSum node a z`, `regularPart node a k z` and `bary node f w z` are P_a(z), R_a(z) and r(z). The sign convention is aⱼ/(z − zⱼ), the one in which a Lehmann sum G(z) = Σₘ Aₘ/(z − Eₘ) over excitation energies Eₘ has the spectral weights Aₘ as residues. The resemblance is one of form: inside `bary` the zⱼ are sampling frequencies and the wⱼ are fitting parameters, with no sign or reality condition, so they are neither excitation energies nor spectral weights.

The hypothesis `Function.Injective node` says that no frequency is sampled twice. The hypothesis `w k ≠ 0` says that the sample at zₖ takes part in the approximant; it is assumed, and nothing here derives it from the way AAA determines its weights. Approach through other points is the filter `𝓝[≠] (node k)`, and |z| → ∞ in all directions is `cobounded ℂ`.

Lean's division returns zero when the divisor is zero, so `bary node f w (node k)` simply loses the term k and is in general not fₖ; this is why the limits at a node are taken along the punctured filter, and why `bary_interpolates` and `bary_at_infinity` record separately that D is nonzero where the quotient is taken.

`bary_interpolates` states, for distinct nodes and wₖ ≠ 0, that D(z) ≠ 0 for all z ≠ zₖ close enough to zₖ, and that r(z) → fₖ. The values fⱼ and the other weights are arbitrary, and some of those weights may vanish. `bary_hasDerivAt` has the same hypotheses and concerns `Function.update (bary node f w) (node k) (f k)`, the function equal to r away from zₖ and to fₖ at zₖ. It gives complex differentiability at that one point, with the derivative written above, and makes no statement about a neighbourhood. `bary_zero_weight` treats wₖ = 0 under the assumption R_w(zₖ) ≠ 0; the case where both vanish is left open. `zero_weight_misses_value` is the two-node example, with indices 0 and 1 from `Fin 2`: the limit at z₀ is 1 and is not 0. `poleSum_tail` and `bary_at_infinity` are the two statements at large |z|; neither needs distinct nodes, and the second assumes `∑ j, w j ≠ 0`.

For analytic continuation of a scalar Green's function or self-energy from finitely many samples, the lemma says that the approximant reproduces each sample that carries a nonzero weight, including whatever noise that sample contains. For a Green's function with finitely many poles, `poleSum_tail` read with energies as nodes is the statement that zG(z) tends to the total spectral weight, and `bary_at_infinity` shows that, when Σⱼ wⱼ ≠ 0, r has the limit zero, which is the limit of G, if and only if Σⱼ wⱼfⱼ = 0; the theorem says nothing about the coefficient of 1/z in r.

What is proved concerns the barycentric form of r that AAA uses, with arbitrary weights. In AAA itself the nodes are a subset of the samples; the remaining samples enter through a least-squares fit of the weights and are in general not reproduced. The selection of nodes, the least-squares choice of weights, the accuracy between nodes or on the real axis, the location of the poles of r, the positivity of the continued spectral function and matrix-valued data are not treated.

### The lemmas and their tactic steps

`poleSum_split` is the separation of the term k, obtained from `Finset.add_sum_erase`. `regularPart_continuousAt` takes the limit term by term with `tendsto_finsetSum`; for each j ≠ k the step `hne` turns injectivity into zₖ − zⱼ ≠ 0, which the quotient rule for limits requires. This is the only place where distinctness is consumed; `poleSum_residue`, `bary_interpolates`, `bary_hasDerivAt` and `bary_zero_weight` inherit it.

`poleSum_residue` first shows in `h1` that aₖ + (z − zₖ)R_a(z) tends to aₖ + (zₖ − zₖ)R_a(zₖ), simplifies that to aₖ, and then identifies the function with (z − zₖ)P_a(z) for z ≠ zₖ. `bary_interpolates` uses it twice, as `hD` for D and `hN` for N. From `hD.eventually_ne hw` the product (z − zₖ)D(z) is nonzero near zₖ, and `right_ne_zero_of_mul` passes this to D. The term `hN.div hD hw` is the limit wₖfₖ/wₖ, and `mul_div_mul_left` cancels the common factor z − zₖ.

`bary_hasDerivAt` rewrites the derivative as a limit of difference quotients through `hasDerivAt_iff_tendsto_slope`. The limit `h` is R_b(z)/[(z − zₖ)D(z)] → R_b(zₖ)/wₖ, `key` is R_b = N − fₖD, and `alg` is the rearrangement (N − cD)/(uD) = (N/D − c)/u for D ≠ 0, used with c = fₖ and u = z − zₖ. The nonvanishing of D comes from the first half of `bary_interpolates`.

`bary_zero_weight` rewrites r as R_{wf}/R_w and divides two continuous functions. `zero_weight_misses_value` evaluates both sums to 1/(z − 1), obtains r = 1 near 0, and excludes the limit 0 by uniqueness of limits. `poleSum_tail` uses `tendsto_inv₀_cobounded` for 1/z → 0 and the identity 1 − zⱼ/z = (z − zⱼ)/z for z ≠ 0, and `bary_at_infinity` repeats the argument of `bary_interpolates` with z as the common factor.

### Replacing a function along the punctured filter

The proof turns on the pair `𝓝[≠]` and `congr'`. A filter is a collection of sets that is closed under finite intersections and under passing to larger sets; a property holds eventually along it when the set of points where it holds belongs to the collection. For `𝓝[≠] (node k)` the collection consists of the sets that contain some disc around zₖ with the centre removed. Two facts about it are used. `nhdsWithin_le_nhds` says that anything true near zₖ is true near zₖ away from the centre, so `mono_left` carries an ordinary limit of a continuous function over to the punctured filter. `self_mem_nhdsWithin` says that z ≠ zₖ holds eventually, and `filter_upwards` hands this to the proof as the hypothesis `hzk`.

The lemma `congr'` states that two functions that agree eventually along a filter have the same limits along it. The proofs of `poleSum_residue`, `bary_interpolates` and `bary_hasDerivAt` therefore have one shape: compute the limit of a function whose behaviour at zₖ is already under control, then show that it agrees with the function of interest for z ≠ zₖ near zₖ. This is the step "cancel z − zₖ, allowed because z ≠ zₖ". The complex plane has no isolated points, so the punctured filter is nontrivial and a limit along it is unique; `tendsto_nhds_unique` relies on that in the two-node example.

### One node, and one level sampled at two nodes

With a single node z₀ and w₀ ≠ 0, r(z) = f₀ for all z ≠ z₀. The sum over j ≠ k is empty, so `bary_hasDerivAt` gives derivative 0, and `bary_at_infinity` gives w₀f₀/w₀ = f₀.

The next example is worked in ordinary algebra and is not among the theorems of the file. Take one level, G(z) = A/(z − E), sampled at z₀ ≠ z₁, both different from E, so that fⱼ = A/(zⱼ − E). Choose w₀ = z₀ − E and w₁ = −(z₁ − E). Then

    N(z) = A (z₀ − z₁) / [ (z − z₀)(z − z₁) ]
    D(z) = (z₀ − z₁)(z − E) / [ (z − z₀)(z − z₁) ]

and r(z) = A/(z − E) away from the nodes and from E. The poles at the nodes cancel, and the physical pole at E arises as the zero of D. Here w₀ + w₁ = z₀ − z₁ ≠ 0 and w₀f₀ + w₁f₁ = A − A = 0, in agreement with the limit 0 at infinity.
